# The operator (1 + X*X)^(-1/2) normalises the metric 1 + X*X

For any element X of a complex C*-algebra with unit, such as a bounded operator on a Hilbert space, put R = (1 + X\*X)^(-1/2). The lemma says that R(1 + X\*X)R = 1, so that R turns the metric 1 + X\*X into the identity; no Hamiltonian enters, and X need not be self-adjoint. The proof writes each factor as a real function applied to X\*X by the continuous functional calculus (`cfc`), and merges the three into a single function. It then checks that this function equals 1 on the spectrum of X\*X, where t ≥ 0 and the square root of 1 + t is positive.

The first attempt, which Lean rejects:

```lean
import Mathlib

open scoped Matrix.Norms.L2Operator

namespace RenormNormalizes

noncomputable section

variable {A : Type*} [CStarAlgebra A]

/-- The renormalization operator `R = (1 + X* X)^(-1/2)`, as a function of the positive
operator `X* X`. -/
def renorm (X : A) : A := cfc (fun t : ℝ => 1 / √(1 + t)) (star X * X)

/-- The function `1/√(1+t)` is continuous on the spectrum of `X* X`. -/
theorem continuousOn_factor (X : A) :
    ContinuousOn (fun t : ℝ => 1 / √(1 + t)) (spectrum ℝ (star X * X)) := by
  refine ContinuousOn.div continuousOn_const (by fun_prop) ?_
  intro t ht
  have h0 : 0 ≤ t := spectrum_star_mul_self_nonneg t ht
  positivity

/-- The operator `R` normalizes the metric `1 + X* X`: `R (1 + X* X) R = 1`. -/
theorem renorm_normalizes (X : A) :
    renorm X * (1 + star X * X) * renorm X = 1 := by
  have hP : IsSelfAdjoint (star X * X) := IsSelfAdjoint.star_mul_self X
  have hc := continuousOn_factor X
  have hl : ContinuousOn (fun t : ℝ => 1 + t) (spectrum ℝ (star X * X)) := by fun_prop
  have h1 : cfc (fun t : ℝ => 1 + t) (star X * X) = 1 + star X * X := by
    rw [cfc_const_add (1 : ℝ) (fun t : ℝ => t) (star X * X), cfc_id' ℝ (star X * X), map_one]
  unfold renorm
  rw [← h1, ← cfc_mul _ _ _ hc hl, ← cfc_mul _ _ _ (hc.mul hl) hc,
    ← cfc_const_one ℝ (star X * X)]
  -- it remains to compare two functions on the spectrum
  refine cfc_congr ?_
  intro t ht
  have h0 : 0 ≤ t := spectrum_star_mul_self_nonneg t ht
  have hs : 0 < √(1 + t) := by positivity
  have hss : √(1 + t) * √(1 + t) = 1 + t := Real.mul_self_sqrt (by positivity)
  calc 1 / √(1 + t) * (1 + t) * (1 / √(1 + t))
      = 1 / √(1 + t) * (√(1 + t) * √(1 + t)) * (1 / √(1 + t)) := by rw [hss]
    _ = 1 := by field_simp

end

end RenormNormalizes
```

Lean reports:

```
Main.lean:32:35: error: Tactic `rewrite` failed: Did not find an occurrence of the pattern
  cfc ((fun t => 1 / √(1 + t)) * fun t => 1 + t) (star X * X) * cfc (fun t => 1 / √(1 + t)) (star X * X)
in the target expression
  cfc (fun x => 1 / √(1 + x) * (1 + x)) (star X * X) * cfc (fun t => 1 / √(1 + t)) (star X * X) = 1

A : Type u_1
inst✝ : CStarAlgebra A
X : A
hP : IsSelfAdjoint (star X * X)
hc : ContinuousOn (fun t => 1 / √(1 + t)) (spectrum ℝ (star X * X))
hl : ContinuousOn (fun t => 1 + t) (spectrum ℝ (star X * X))
h1 : cfc (fun t => 1 + t) (star X * X) = 1 + star X * X
⊢ cfc (fun x => 1 / √(1 + x) * (1 + x)) (star X * X) * cfc (fun t => 1 / √(1 + t)) (star X * X) = 1
```

The one error is at the second use of `cfc_mul`, which should merge the last two factors. Read from right to left, `cfc_mul` turns a product of two `cfc` terms into the `cfc` of one function, and the first use leaves that function in pointwise form, `fun x => 1 / √(1 + x) * (1 + x)`. In the second use the function to look for is fixed by the continuity proof `hc.mul hl`, whose type speaks of a product of two functions, `(fun t => 1 / √(1 + t)) * fun t => 1 + t`. The two are equal by definition, but `rw` did not unfold the product of functions in its search, and so found no match.

The repair adds `hm`, which states the same continuity for the pointwise form. Lean accepts `hc.mul hl` as its proof, since there it has only to check that the two forms agree by definition. With `hm` in place of `hc.mul hl`, the pattern has the form found in the goal, and the rewrite goes through.

The change, after which it compiles:

```diff
@@ -29,6 +29,8 @@
   have h1 : cfc (fun t : ℝ => 1 + t) (star X * X) = 1 + star X * X := by
     rw [cfc_const_add (1 : ℝ) (fun t : ℝ => t) (star X * X), cfc_id' ℝ (star X * X), map_one]
+  have hm : ContinuousOn (fun t : ℝ => 1 / √(1 + t) * (1 + t))
+      (spectrum ℝ (star X * X)) := hc.mul hl
   unfold renorm
-  rw [← h1, ← cfc_mul _ _ _ hc hl, ← cfc_mul _ _ _ (hc.mul hl) hc,
+  rw [← h1, ← cfc_mul _ _ _ hc hl, ← cfc_mul _ _ _ hm hc,
     ← cfc_const_one ℝ (star X * X)]
   -- it remains to compare two functions on the spectrum
```
